# To first order in one atom's mass, the squared frequency of a differentiable, mass-normalised harmonic mode shifts in proportion to that atom's squared amplitude

Differentiate the equation for a vibrational mode with respect to an atomic mass, and an unwanted unknown appears: the rate at which the shape of the mode changes. Without a relation that removes it, even the first-order isotope shift seems to require the modes of the substituted molecule, or at least their first-order response. For a differentiable mode branch with symmetric force constants and a symmetric mass matrix at the reference point, the original mode is enough.

Let H be the force-constant matrix, M(s) the mass matrix at parameter value s, u(s) the column of displacements in the mode, and L(s) its squared angular frequency. The mode equation is

H u(s) = L(s) M(s) u(s).

The coordinates are labelled by a finite set `n`, and all entries are real.

```lean
import Mathlib

open Matrix Filter
open scoped Topology

namespace IsotopicModeShift

variable {n : Type*} [Fintype n]
```

## A mode followed through a change of mass

Fix a reference value t. The mode equation is required for all s near t, and the mode is normalised at t:

u(t)ᵀ M(t) u(t) = 1.

The components of u are therefore displacements, not mass-weighted coordinates.

```lean
/-- A vibrational mode `u` with squared frequency `L`, followed as the mass matrix `M` varies near
the parameter value `t`, at fixed symmetric force constants `H`. The mass matrix is symmetric at
`t`. The mode is differentiable and mass-normalised at `t`. -/
structure ModeBranch (H : Matrix n n ℝ) (M : ℝ → Matrix n n ℝ)
    (u : ℝ → n → ℝ) (L : ℝ → ℝ) (t : ℝ) : Prop where
  force_symm : H.IsSymm
  mass_symm : (M t).IsSymm
  mode : ∀ᶠ s in 𝓝 t, H *ᵥ u s = L s • (M s *ᵥ u s)
  smooth : ∀ i, DifferentiableAt ℝ (fun s => u s i) t
  normalized : u t ⬝ᵥ M t *ᵥ u t = 1
```

In `ModeBranch`, `*ᵥ` applies a matrix to a vector, `⬝ᵥ` is the dot product, and `∀ᶠ s in 𝓝 t` means "for all s sufficiently near t". Symmetry of the mass matrix and normalisation are needed only at t. Differentiability of u is required component by component.

Keeping H fixed represents a Born–Oppenheimer surface, which does not depend on the nuclear masses, expanded about an unchanged geometry. The existence of a differentiable branch is assumed. This matters at a degeneracy, where an arbitrary choice of mode at t need not continue differentiably.

## An exact balance between two isotopologues

Let u and v be modes for mass matrices A and B, with squared frequencies a and b. If H and A are symmetric, then

b uᵀBv = uᵀHv = (Hu)ᵀv = a (Au)ᵀv = a uᵀAv.

This holds for a finite change of mass, and B need not be symmetric.

```lean
/-- Exact balance between modes of two isotopologues with the same symmetric force constants
`H`: if `u` belongs to the symmetric mass matrix `A` and `v` to the mass matrix `B`, their
squared frequencies `a` and `b` satisfy `b uᵀBv = a uᵀAv`. -/
theorem substitution_balance {H A B : Matrix n n ℝ} {u v : n → ℝ} {a b : ℝ}
    (hH : H.IsSymm) (hA : A.IsSymm)
    (hu : H *ᵥ u = a • (A *ᵥ u)) (hv : H *ᵥ v = b • (B *ᵥ v)) :
    b * (u ⬝ᵥ B *ᵥ v) = a * (u ⬝ᵥ A *ᵥ v) := by
  -- a symmetric matrix can be moved to the other side of the product
  have sym : ∀ S : Matrix n n ℝ, S.IsSymm → u ⬝ᵥ S *ᵥ v = (S *ᵥ u) ⬝ᵥ v := by
    intro S hS
    rw [Matrix.dotProduct_mulVec, ← Matrix.mulVec_transpose, hS.eq]
  calc b * (u ⬝ᵥ B *ᵥ v) = u ⬝ᵥ H *ᵥ v := by
        rw [hv, dotProduct_smul, smul_eq_mul]
    _ = (H *ᵥ u) ⬝ᵥ v := sym H hH
    _ = a * (u ⬝ᵥ A *ᵥ v) := by
        rw [hu, smul_dotProduct, smul_eq_mul, sym A hA]
```

The local fact `sym` moves a symmetric matrix from one side of the dot product to the other. The `calc` chain uses it once for H and once for A, as in the line above.

## The change of mode shape drops out

Apply the balance to the modes at t and at a nearby s:

u(t)ᵀ [L(s)M(s) − L(t)M(t)] u(s) = 0.

Now differentiate with respect to s and set s = t. With primes for derivatives at t, and all other quantities also taken there, the product rule gives

uᵀ(L'M + LM')u + uᵀ(LM − LM)u' = 0.

The second term vanishes, and with it the unknown u'. Normalisation turns the first into

L' = −L uᵀM'u.

```lean
/-- Along a differentiable, mass-normalised mode branch, the squared frequency changes with
the mass matrix at the rate `L' = -L uᵀM'u`. -/
theorem squared_frequency_shift {H M' : Matrix n n ℝ} {M : ℝ → Matrix n n ℝ}
    {u : ℝ → n → ℝ} {L : ℝ → ℝ} {t L' : ℝ} (hB : ModeBranch H M u L t)
    (hM : ∀ i j, HasDerivAt (fun s => M s i j) (M' i j) t) (hL : HasDerivAt L L' t) :
    L' = -L t * (u t ⬝ᵥ M' *ᵥ u t) := by
  -- the exact balance between the modes at `t` and at a nearby `s`
  have hzero : (fun s => ∑ i, ∑ j, u t i * ((L s * M s i j - L t * M t i j) * u s j))
      =ᶠ[𝓝 t] fun _ => (0 : ℝ) := by
    filter_upwards [hB.mode] with s hs
    have h := substitution_balance hB.force_symm hB.mass_symm hB.mode.self_of_nhds hs
    calc ∑ i, ∑ j, u t i * ((L s * M s i j - L t * M t i j) * u s j)
        = L s * (u t ⬝ᵥ M s *ᵥ u s) - L t * (u t ⬝ᵥ M t *ᵥ u s) := by
          simp only [Matrix.mulVec, dotProduct, Finset.mul_sum, ← Finset.sum_sub_distrib]
          exact Finset.sum_congr rfl fun i _ => Finset.sum_congr rfl fun j _ => by ring
      _ = 0 := by rw [h, sub_self]
  -- at `s = t` the derivative of the mode drops out
  have hd : HasDerivAt
      (fun s => ∑ i, ∑ j, u t i * ((L s * M s i j - L t * M t i j) * u s j))
      (∑ i, ∑ j, u t i * ((L' * M t i j + L t * M' i j) * u t j)) t := by
    refine HasDerivAt.fun_sum fun i _ => HasDerivAt.fun_sum fun j _ => ?_
    have h := (((hL.fun_mul (hM i j)).sub_const (L t * M t i j)).fun_mul
      (hB.smooth j).hasDerivAt).const_mul (u t i)
    exact h.congr_deriv (by ring)
  have h0 := (hd.congr_of_eventuallyEq hzero.symm).unique (hasDerivAt_const t (0 : ℝ))
  have hsplit : ∑ i, ∑ j, u t i * ((L' * M t i j + L t * M' i j) * u t j)
      = L' * (u t ⬝ᵥ M t *ᵥ u t) + L t * (u t ⬝ᵥ M' *ᵥ u t) := by
    simp only [Matrix.mulVec, dotProduct, Finset.mul_sum, ← Finset.sum_add_distrib]
    exact Finset.sum_congr rfl fun i _ => Finset.sum_congr rfl fun j _ => by ring
  rw [hsplit, hB.normalized] at h0
  linarith
```

The hypotheses `hM` and `hL` say that each entry of M has the derivative given by `M'`, and that L has derivative `L'`. In the proof, `hzero` is the balance written as a double sum over i and j, `hd` is its derivative by the product rule, and `hsplit` separates the two surviving terms.

The proof turns on the line that defines `h0`. The relation `=ᶠ[𝓝 t]` in `hzero` says that the double sum equals zero throughout a neighbourhood of t; equality at t alone would say nothing about its derivative. `HasDerivAt.congr_of_eventuallyEq` therefore transfers the derivative found in `hd` to the constant function zero. That function also has derivative zero, and `unique` says that the two values agree.

## The fractional shift in frequency

Write L = ω², with ω differentiable and nonzero at t. Then

2ωω' = −ω² uᵀM'u,

and division by 2ω² gives

ω'/ω = −½ uᵀM'u.

```lean
/-- For a mode branch whose frequency `ω` is differentiable and nonzero at `t`, the fractional rate
of change `ω'/ω` at `t` is `-uᵀM'u / 2`, where `M'` is the derivative of the mass matrix. -/
theorem fractional_frequency_shift {H M' : Matrix n n ℝ} {M : ℝ → Matrix n n ℝ}
    {u : ℝ → n → ℝ} {ω : ℝ → ℝ} {t ω' : ℝ}
    (hB : ModeBranch H M u (fun s => ω s ^ 2) t)
    (hM : ∀ i j, HasDerivAt (fun s => M s i j) (M' i j) t)
    (hω : HasDerivAt ω ω' t) (h0 : ω t ≠ 0) :
    ω' / ω t = -(1 / 2) * (u t ⬝ᵥ M' *ᵥ u t) := by
  have h2 : HasDerivAt (fun s => ω s ^ 2) (2 * ω t * ω') t :=
    (hω.fun_pow 2).congr_deriv (by norm_num)
  have h : 2 * ω t * ω' = -(ω t ^ 2) * (u t ⬝ᵥ M' *ᵥ u t) :=
    squared_frequency_shift hB hM h2
  rw [div_eq_iff h0]
  apply mul_left_cancel₀ h0
  linear_combination h / 2
```

The proof differentiates ω², applies the preceding theorem and cancels a factor of ω. Zero-frequency motions such as free translations are excluded here, but not from the formula for L'.

## One atom in three dimensions

Label a Cartesian coordinate by a pair (b, k), with b an atom and k one of three directions. The mass matrix is diagonal, and the mass of atom b occupies its three diagonal entries.

```lean
variable {α : Type*} [Fintype α] [DecidableEq α]

/-- The Cartesian mass matrix of a molecule: each atomic mass appears once for each of the
three directions of space. -/
def massMatrix (m : α → ℝ) : Matrix (α × Fin 3) (α × Fin 3) ℝ :=
  Matrix.diagonal fun p => m p.1
```

Now let s be the mass of a single atom a. The matrix M' has 1 in the three diagonal entries of that atom and 0 elsewhere, so

uᵀM'u = Σₖ u(a,k)²,

L' = −L Σₖ u(a,k)².

```lean
/-- When only the mass of atom `a` is varied, the squared frequency of a differentiable,
mass-normalised mode changes at the rate `-L` times the squared amplitude of that atom. -/
theorem single_atom_shift {H : Matrix (α × Fin 3) (α × Fin 3) ℝ} {m : α → ℝ} {a : α}
    {u : ℝ → α × Fin 3 → ℝ} {L : ℝ → ℝ} {t L' : ℝ}
    (hB : ModeBranch H (fun s => massMatrix (Function.update m a s)) u L t)
    (hL : HasDerivAt L L' t) :
    L' = -L t * ∑ k, u t (a, k) ^ 2 := by
  -- the mass matrix changes only in the three diagonal entries of atom `a`
  have hM : ∀ p q, HasDerivAt (fun s => massMatrix (Function.update m a s) p q)
      (massMatrix (Pi.single a (1 : ℝ)) p q) t := by
    intro p q
    by_cases hpq : p = q
    · subst hpq
      by_cases hp : p.1 = a
      · have e : (fun s => massMatrix (Function.update m a s) p p) = fun s => s := by
          funext s
          simp [massMatrix, hp]
        have d : massMatrix (Pi.single a (1 : ℝ)) p p = 1 := by simp [massMatrix, hp]
        rw [e, d]
        exact hasDerivAt_id' t
      · have e : (fun s => massMatrix (Function.update m a s) p p) = fun _ => m p.1 := by
          funext s
          simp [massMatrix, hp]
        have d : massMatrix (Pi.single a (1 : ℝ)) p p = 0 := by simp [massMatrix, hp]
        rw [e, d]
        exact hasDerivAt_const t (m p.1)
    · have e : ∀ w : α → ℝ, massMatrix w p q = 0 := fun w =>
        Matrix.diagonal_apply_ne _ hpq
      simp only [e]
      exact hasDerivAt_const t (0 : ℝ)
  have hsum : u t ⬝ᵥ massMatrix (Pi.single a (1 : ℝ)) *ᵥ u t = ∑ k, u t (a, k) ^ 2 := by
    simp only [massMatrix, dotProduct, Matrix.mulVec_diagonal, Fintype.sum_prod_type]
    rw [Finset.sum_eq_single a]
    · simp [pow_two]
    · intro b _ hb
      simp [hb]
    · simp
  rw [← hsum]
  exact squared_frequency_shift hB hM hL
```

`Function.update m a s` replaces the mass of atom a by s and leaves the others alone, so t is the reference mass. `Pi.single a (1 : ℝ)` is the corresponding derivative. The proof checks the matrix entries by cases in `hM`, then reduces the quadratic form to the three components of atom a in `hsum`.

In electronic-structure work, this gives the first-order sensitivity of a nondegenerate mode's squared frequency to isotopic mass from one harmonic calculation with fixed force constants; a large change such as hydrogen to deuterium can need more than the first-order term.

## A diatomic molecule as a check

Take two masses s and 2 on a line, joined by a spring of constant k. The stretch has

u(s) = (1/2, −s/4),  L(s) = k(1/s + 1/2).

At s = 2 both components have magnitude 1/2, and uᵀMu = 2/4 + 2/4 = 1. Since L(2) = k and the squared amplitude of the first atom is 1/4, the formula predicts L' = −k/4. Direct differentiation gives −k/s² = −k/4 at s = 2.

```lean
/-- The stretch of a one-dimensional diatomic molecule with spring constant `k` and masses
`s` and `2` is a mode branch at `s = 2`, with the stated derivatives of the mass matrix and
of the squared frequency. -/
theorem squared_frequency_shift_witness (k : ℝ) :
    ModeBranch !![k, -k; -k, k] (fun s => !![s, 0; 0, 2])
      (fun s => ![1 / 2, -s / 4]) (fun s => k * (s⁻¹ + 1 / 2)) 2 ∧
    (∀ i j, HasDerivAt (fun s : ℝ => (!![s, 0; 0, 2] : Matrix (Fin 2) (Fin 2) ℝ) i j)
      ((!![1, 0; 0, 0] : Matrix (Fin 2) (Fin 2) ℝ) i j) 2) ∧
    HasDerivAt (fun s : ℝ => k * (s⁻¹ + 1 / 2)) (-k / 4) 2 := by
  have h2 : (2 : ℝ) ≠ 0 := two_ne_zero
  refine ⟨⟨?_, ?_, ?_, ?_, ?_⟩, ?_, ?_⟩
  · exact Matrix.IsSymm.ext fun i j => by fin_cases i <;> fin_cases j <;> rfl
  · exact Matrix.IsSymm.ext fun i j => by fin_cases i <;> fin_cases j <;> rfl
  · filter_upwards [eventually_ne_nhds h2] with s hs
    ext i
    fin_cases i <;> simp [Matrix.mulVec, dotProduct, Fin.sum_univ_succ] <;>
      field_simp <;> ring
  · intro i
    fin_cases i
    · show DifferentiableAt ℝ (fun _ : ℝ => (1 / 2 : ℝ)) 2
      fun_prop
    · show DifferentiableAt ℝ (fun s : ℝ => -s / 4) 2
      fun_prop
  · norm_num [Matrix.mulVec, dotProduct, Fin.sum_univ_succ]
  · intro i j
    fin_cases i <;> fin_cases j
    · exact hasDerivAt_id' (2 : ℝ)
    · exact hasDerivAt_const (2 : ℝ) (0 : ℝ)
    · exact hasDerivAt_const (2 : ℝ) (0 : ℝ)
    · exact hasDerivAt_const (2 : ℝ) (2 : ℝ)
  · exact (((hasDerivAt_inv h2).add_const (1 / 2)).const_mul k).congr_deriv (by ring)

end IsotopicModeShift
```

The theorem verifies every condition of `ModeBranch` for this example, together with both derivatives. Most of the proof goes through the matrix entries one at a time.

```lean
#print axioms IsotopicModeShift.fractional_frequency_shift
#print axioms IsotopicModeShift.single_atom_shift
```

```
'IsotopicModeShift.fractional_frequency_shift' depends on axioms: [propext, Classical.choice, Quot.sound]
'IsotopicModeShift.single_atom_shift' depends on axioms: [propext, Classical.choice, Quot.sound]
```

## Varying the force constants instead

The same argument applies when M is fixed and symmetric and H varies, with H(t) symmetric. Comparing the modes at t and s gives

u(t)ᵀ[H(s) − H(t)]u(s) = [L(s) − L(t)] u(t)ᵀM u(s).

For differentiable H, u and L, with u normalised at t, differentiation at s = t yields

L' = uᵀH'u.

This companion formula is derived here in prose only; the Lean code treats changes of mass.
